# A constant complex matrix is the curvature of a constant connection on the plane exactly when its trace vanishes

## Connection and curvature for n states

A connection for n states over a plane with coordinates x and y is a pair of n × n matrix functions A_x and A_y. They enter the covariant derivatives D_x = ∂_x + A_x and D_y = ∂_y + A_y. The curvature is the commutator of these derivatives:

F = ∂_x A_y − ∂_y A_x + A_x A_y − A_y A_x.

In a Berry-phase problem the plane is a parameter space and the components have entries ⟨u_k|∂_x u_l⟩ and ⟨u_k|∂_y u_l⟩ for an orthonormal frame of states u_k. For a particle with internal states, the plane is position space and F is, up to a constant factor, a matrix-valued magnetic field. In both cases A_x, A_y and F are anti-Hermitian; many texts extract a factor of the imaginary unit to make them Hermitian.

Below, I is the imaginary unit, because i and j label states. The labels run from 0 to n − 1.

## Uniform fields from uniform potentials

A uniform magnetic field acting on a spinless charge needs a vector potential that varies in space. With several internal states, a constant connection can already have curvature, because its components need not commute. The question is which uniform curvatures arise in this way.

The answer is that a complex matrix F is the curvature of a connection with constant complex components if and only if tr F = 0. For a single particle with n internal states in a plane, a uniform field with non-zero trace therefore requires a position-dependent potential.

In Lean this is `constant_connection_iff_traceless`. States are labelled by `Fin n`, and a connection component has type `ℝ → ℝ → Matrix (Fin n) (Fin n) ℂ`. The definition `curvature` is the formula above with entrywise derivatives. The functions `fun _ _ => Ax` and `fun _ _ => Ay` ignore the position, and the curvature must equal F at every point (x, y).

The theorem allows arbitrary complex components, whereas a physical connection is anti-Hermitian. The theorem `antiHermitian_components` supplies this property when F is anti-Hermitian, for the components that realise F if its diagonal is zero. For other traceless anti-Hermitian F, the missing step is a unitary frame in which the diagonal vanishes; such a frame exists by a standard result of linear algebra that is not part of the Lean development.

## Why the trace must vanish

For constant components both derivatives are zero, so F = A_x A_y − A_y A_x. Since tr(A_x A_y) = tr(A_y A_x), it follows that tr F = 0.

## Solving for the connection when the diagonal is zero

Suppose F_ii = 0 for all i. Take A_x diagonal with entries 0, I, 2I, and so on. For any matrix B,

(A_x B − B A_x)_ij = I(i − j) B_ij.

This equals F_ij if B has zero diagonal and

B_ij = F_ij / (I(i − j)) for i ≠ j.

So A_y = B solves the problem. If F is anti-Hermitian, the complex conjugate of B_ji is −F_ij / (I(i − j)) = −B_ij, so B is anti-Hermitian too, as is A_x.

## Removing the diagonal by shears

A constant change of frame preserves the commutator form. If PQ = QP = 1 and PFQ = AB − BA, then

F = Q(AB − BA)P = (QAP)(QBP) − (QBP)(QAP).

Let E_ij have a single entry 1, in row i and column j, with i ≠ j. Then E_ij² = 0, so P = 1 + tE_ij has inverse Q = 1 − tE_ij. The product F′ = PFQ has the diagonal entries

F′_ii = F_ii + tF_ji,
F′_jj = F_jj − tF_ji,

and all its other diagonal entries agree with those of F. The trace is unchanged.

Now let F be traceless with F_ii ≠ 0 for some i. If all m non-zero diagonal entries were equal to F_ii, the trace would be mF_ii ≠ 0. Hence there is a j with F_jj ≠ 0 and F_jj ≠ F_ii. Three cases remain.

- If F_ji ≠ 0, choose t = −F_ii/F_ji. Then F′_ii = 0 and F′_jj = F_ii + F_jj. No zero on the diagonal has been lost, so there are fewer non-zero diagonal entries than before.
- If F_ji = 0 but F_ij ≠ 0, exchange the roles of i and j.
- If both vanish, first apply the shear with P = 1 + E_ji and Q = 1 − E_ji. The diagonal stays the same because F_ij = 0, and the entry in row j and column i becomes F_ii − F_jj ≠ 0. The first case then applies.

Repeating this gives a zero diagonal after finitely many steps. The explicit solution applies there, and the inverse frame changes carry it back to the original frame.

## One state, and two states in opposite fields

For n = 1 all components commute, so a constant connection has zero curvature. This agrees with the theorem, since the trace of a 1 × 1 matrix is its only entry. A non-zero uniform field can still be written in the Landau gauge, A_x = 0 and A_y = xF. The same choice works for every n: ∂_x A_y = F and the commutator with A_x = 0 vanishes. The trace condition thus comes from keeping the connection constant, not from the uniformity of the curvature. For anti-Hermitian F ≠ 0, a constant anti-Hermitian connection with the same curvature is physically different from the Landau form, and no change of gauge relates the two. The covariant derivatives ∂_x F + [A_x, F] and ∂_y F + [A_y, F] both vanish for the Landau form, whereas for constant components at least one of them does not.

For n = 2, take F = I b σ_z with b real and non-zero, a field of opposite sign for the two states. Its diagonal is (Ib, −Ib) and both off-diagonal entries vanish. With i = 0 and j = 1, the first shear creates the entry 2Ib in row 1 and column 0. The second has t = −1/2 and gives a matrix with zero diagonal and off-diagonal entries Ib/2 and 2Ib. Solving there and transforming back yields

A_x = (I/2)(1 + σ_x), A_y = −I b σ_y.

The identity part of A_x commutes with everything, and [σ_x, σ_y] = 2Iσ_z gives back F. In a calculation for a single electron in a plane, such constant matrices appear when uniform Rashba spin–orbit coupling, linear in momentum, is absorbed into the kinetic term by completing the square: the two components are then proportional to σ_y and σ_x, and their curvature is proportional to σ_z.

## The Lean development

Three names need care. `levels n` is the diagonal matrix A_x and not a set of energies; its comment writes i for the imaginary unit. `coupling F` is the matrix B used as A_y, although the comments also call off-diagonal entries of F couplings. `mixing i j t` is tE_ij alone; the shear is `1 + mixing i j t`.

```lean
import Mathlib

open Matrix

namespace ConstantConnection

noncomputable section

variable {n : ℕ}

/-- The curvature `∂ₓ A_y - ∂_y A_x + [A_x, A_y]` of a connection on the plane with
differentiable matrix components; the derivatives are taken entry by entry. -/
def curvature (Ax Ay : ℝ → ℝ → Matrix (Fin n) (Fin n) ℂ) (x y : ℝ) :
    Matrix (Fin n) (Fin n) ℂ :=
  Matrix.of (fun i j => deriv (fun s => Ay s y i j) x - deriv (fun s => Ax x s i j) y)
    + (Ax x y * Ay x y - Ay x y * Ax x y)

/-- The diagonal connection component with equally spaced imaginary entries `0, i, 2i, …`. -/
def levels (n : ℕ) : Matrix (Fin n) (Fin n) ℂ :=
  Matrix.diagonal fun k => Complex.I * ((k : ℕ) : ℂ)

/-- The entries of `F` off the diagonal, divided by the differences of the entries of `levels`;
the diagonal is set to zero. -/
def coupling (F : Matrix (Fin n) (Fin n) ℂ) : Matrix (Fin n) (Fin n) ℂ :=
  Matrix.of fun i j =>
    if i = j then 0 else F i j / (Complex.I * (((i : ℕ) : ℂ) - ((j : ℕ) : ℂ)))

/-- The matrix whose only possibly non-zero entry is `t`, in row `i` and column `j`. -/
def mixing (i j : Fin n) (t : ℂ) : Matrix (Fin n) (Fin n) ℂ :=
  Matrix.of fun k l => if k = i then (if l = j then t else 0) else 0

/-- A curvature matrix with zero diagonal is the commutator of `levels` and `coupling`. -/
theorem zero_diagonal (F : Matrix (Fin n) (Fin n) ℂ) (h : ∀ i, F i i = 0) :
    F = levels n * coupling F - coupling F * levels n := by
  ext i j
  rw [levels, Matrix.sub_apply, Matrix.diagonal_mul, Matrix.mul_diagonal]
  by_cases hij : i = j
  · subst hij
    simp [coupling, h]
  · have hne : ((i : ℕ) : ℂ) - ((j : ℕ) : ℂ) ≠ 0 :=
      sub_ne_zero.mpr fun e => hij (Fin.ext (Nat.cast_injective e))
    have hI := Complex.I_ne_zero
    simp only [coupling, Matrix.of_apply, if_neg hij]
    have key : F i j = (Complex.I * (((i : ℕ) : ℂ) - ((j : ℕ) : ℂ))) *
        (F i j / (Complex.I * (((i : ℕ) : ℂ) - ((j : ℕ) : ℂ)))) := by
      field_simp
    linear_combination key

/-- If `F` is anti-Hermitian, then `levels` and `coupling F` are both anti-Hermitian. -/
theorem antiHermitian_components (F : Matrix (Fin n) (Fin n) ℂ) (hF : Fᴴ = -F) :
    (levels n)ᴴ = -levels n ∧ (coupling F)ᴴ = -coupling F := by
  constructor
  · ext i j
    by_cases h : i = j
    · subst h
      simp [levels]
    · simp [levels, h, Ne.symm h]
  · ext i j
    by_cases hij : i = j
    · subst hij
      simp [coupling]
    · have h : star (F j i) = -F i j := congrFun (congrFun hF i) j
      have hs : star (Complex.I * (((j : ℕ) : ℂ) - ((i : ℕ) : ℂ)))
          = Complex.I * (((i : ℕ) : ℂ) - ((j : ℕ) : ℂ)) := by
        rw [Complex.star_def]
        simp only [map_mul, map_sub, Complex.conj_I, map_natCast]
        ring
      simp only [coupling, Matrix.conjTranspose_apply, Matrix.neg_apply, Matrix.of_apply,
        if_neg hij, if_neg (Ne.symm hij)]
      rw [star_div₀, h, hs, neg_div]

/-- If a curvature matrix is a commutator after a constant invertible change of frame,
it is a commutator in the original frame. -/
theorem commutator_of_frame {P Q F : Matrix (Fin n) (Fin n) ℂ} (hPQ : P * Q = 1)
    (h : ∃ A B, P * F * Q = A * B - B * A) : ∃ A B, F = A * B - B * A := by
  obtain ⟨A, B, h⟩ := h
  have hQP : Q * P = 1 := mul_eq_one_comm.mp hPQ
  have e : ∀ X Y : Matrix (Fin n) (Fin n) ℂ,
      (Q * X * P) * (Q * Y * P) = Q * (X * Y) * P := by
    intro X Y
    calc (Q * X * P) * (Q * Y * P) = Q * X * (P * Q) * Y * P := by noncomm_ring
      _ = Q * (X * Y) * P := by rw [hPQ]; noncomm_ring
  refine ⟨Q * A * P, Q * B * P, ?_⟩
  rw [e, e, ← sub_mul, ← mul_sub, ← h]
  calc F = (Q * P) * F * (Q * P) := by rw [hQP, one_mul, mul_one]
    _ = Q * (P * F * Q) * P := by noncomm_ring

/-- The entries of the product `(1 + mixing i j t) * F * (1 - mixing i j t)` in terms of the entries
of `F`. -/
theorem mixed_entry (F : Matrix (Fin n) (Fin n) ℂ) (i j : Fin n) (t : ℂ) (k l : Fin n) :
    ((1 + mixing i j t) * F * (1 - mixing i j t)) k l
      = F k l + (if k = i then t * F j l else 0)
        - (if l = j then (F k i + if k = i then t * F j i else 0) * t else 0) := by
  have hl : ∀ (M : Matrix (Fin n) (Fin n) ℂ) (k l : Fin n),
      (mixing i j t * M) k l = if k = i then t * M j l else 0 := by
    intro M k l
    by_cases h : k = i <;> simp [mixing, Matrix.mul_apply, h]
  have hr : ∀ (M : Matrix (Fin n) (Fin n) ℂ) (k l : Fin n),
      (M * mixing i j t) k l = if l = j then M k i * t else 0 := by
    intro M k l
    by_cases h : l = j <;> simp [mixing, Matrix.mul_apply, h]
  rw [mul_sub, add_mul, mul_one, one_mul]
  simp only [Matrix.sub_apply, hr, Matrix.add_apply, hl]

/-- Mixing two different states is undone by mixing them with the opposite amplitude. -/
theorem mixing_inverse {i j : Fin n} (hij : i ≠ j) (t : ℂ) :
    (1 + mixing i j t) * (1 - mixing i j t) = 1 := by
  have hE : mixing i j t * mixing i j t = 0 := by
    ext k l
    rw [Matrix.mul_apply, Matrix.zero_apply]
    refine Finset.sum_eq_zero fun m _ => ?_
    by_cases hm : m = j
    · simp [mixing, hm, hij.symm]
    · simp [mixing, hm]
  calc (1 + mixing i j t) * (1 - mixing i j t) = 1 - mixing i j t * mixing i j t := by
        noncomm_ring
    _ = 1 := by rw [hE, sub_zero]

/-- Every traceless complex matrix is a commutator. -/
theorem commutator_of_traceless (F : Matrix (Fin n) (Fin n) ℂ) (hF : F.trace = 0) :
    ∃ A B, F = A * B - B * A := by
  -- induction on the number of non-zero diagonal entries
  suffices H : ∀ (m : ℕ) (F : Matrix (Fin n) (Fin n) ℂ), F.trace = 0 →
      (Finset.univ.filter fun k => F k k ≠ 0).card = m → ∃ A B, F = A * B - B * A from
    H _ F hF rfl
  intro m
  induction m using Nat.strong_induction_on with
  | _ m ih =>
    intro F hF hm
    have htr : ∀ (G : Matrix (Fin n) (Fin n) ℂ) {i j : Fin n} (_ : i ≠ j) (t : ℂ),
        ((1 + mixing i j t) * G * (1 - mixing i j t)).trace = G.trace := by
      intro G i j hij t
      rw [Matrix.trace_mul_comm, ← mul_assoc, mul_eq_one_comm.mp (mixing_inverse hij t),
        one_mul]
    -- a non-zero coupling lets one diagonal entry be removed
    have key : ∀ (G : Matrix (Fin n) (Fin n) ℂ) (i j : Fin n), i ≠ j → G.trace = 0 →
        (∀ k, G k k = F k k) → F i i ≠ 0 → F j j ≠ 0 → G j i ≠ 0 →
        ∃ A B, G = A * B - B * A := by
      intro G i j hij hG hd hi hj hc
      refine commutator_of_frame (mixing_inverse hij (-G i i / G j i))
        (ih _ ?_ _ ((htr G hij _).trans hG) rfl)
      rw [← hm]
      apply Finset.card_lt_card
      refine (Finset.ssubset_iff_of_subset ?_).mpr ⟨i, by simp [hi], ?_⟩
      · intro k hk
        rw [Finset.mem_filter] at hk ⊢
        refine ⟨Finset.mem_univ k, fun h0 => hk.2 ?_⟩
        have hki : k ≠ i := fun e => hi (e ▸ h0)
        have hkj : k ≠ j := fun e => hj (e ▸ h0)
        rw [mixed_entry, if_neg hki, if_neg hkj, hd, h0]
        ring
      · rw [Finset.mem_filter]
        refine fun h => h.2 ?_
        rw [mixed_entry, if_pos rfl, if_neg hij, div_mul_cancel₀ _ hc]
        ring
    by_cases h0 : ∀ i, F i i = 0
    · exact ⟨_, _, zero_diagonal F h0⟩
    obtain ⟨i, hi⟩ := not_forall.mp h0
    -- zero trace forces a second, different non-zero diagonal entry
    have hex : ∃ j, F j j ≠ 0 ∧ F j j ≠ F i i := by
      by_contra hno
      have hall : ∀ k, F k k ≠ 0 → F k k = F i i := fun k hk =>
        by_contra fun hne => hno ⟨k, hk, hne⟩
      have hsum : F.trace = ∑ k, if F k k ≠ 0 then F i i else 0 := by
        refine Finset.sum_congr rfl fun k _ => ?_
        by_cases hk : F k k = 0
        · rw [if_neg (not_not.mpr hk)]
          exact hk
        · rw [if_pos hk]
          exact hall k hk
      rw [hF, ← Finset.sum_filter, Finset.sum_const, nsmul_eq_mul] at hsum
      rcases mul_eq_zero.mp hsum.symm with h | h
      · have hcard := Finset.card_eq_zero.mp (Nat.cast_eq_zero.mp h)
        have hmem : i ∈ Finset.univ.filter fun k => F k k ≠ 0 :=
          Finset.mem_filter.mpr ⟨Finset.mem_univ i, hi⟩
        rw [hcard] at hmem
        exact Finset.notMem_empty i hmem
      · exact hi h
    obtain ⟨j, hj, hne⟩ := hex
    have hij : i ≠ j := fun e => hne (by rw [e])
    by_cases h1 : F j i = 0
    · by_cases h2 : F i j = 0
      · -- both couplings vanish: create one without changing the diagonal
        refine commutator_of_frame (mixing_inverse hij.symm 1)
          (key _ i j hij ((htr F hij.symm 1).trans hF) ?_ hi hj ?_)
        · intro k
          rw [mixed_entry]
          by_cases hkj : k = j
          · simp [hkj, hij.symm, h2]
          · by_cases hki : k = i
            · simp [hki, hij, h2]
            · simp [hkj, hki]
        · have e : ((1 + mixing j i 1) * F * (1 - mixing j i 1)) j i = F i i - F j j := by
            rw [mixed_entry]
            simp [h1, h2]
          rw [e]
          exact sub_ne_zero.mpr hne.symm
      · exact key F j i hij.symm hF (fun _ => rfl) hj hi h2
    · exact key F i j hij hF (fun _ => rfl) hi hj h1

/-- A complex matrix `F` is the curvature, at every point of the plane, of some connection with
constant components if and only if its trace vanishes. -/
theorem constant_connection_iff_traceless (F : Matrix (Fin n) (Fin n) ℂ) :
    (∃ Ax Ay : Matrix (Fin n) (Fin n) ℂ,
      ∀ x y, curvature (fun _ _ => Ax) (fun _ _ => Ay) x y = F) ↔ F.trace = 0 := by
  -- for constant components only the commutator survives
  have hc : ∀ (A B : Matrix (Fin n) (Fin n) ℂ) (x y : ℝ),
      curvature (fun _ _ => A) (fun _ _ => B) x y = A * B - B * A := by
    intro A B x y
    ext i j
    simp [curvature]
  constructor
  · rintro ⟨A, B, h⟩
    rw [← h 0 0, hc, Matrix.trace_sub, Matrix.trace_mul_comm, sub_self]
  · intro h
    obtain ⟨A, B, hAB⟩ := commutator_of_traceless F h
    exact ⟨A, B, fun x y => (hc A B x y).trans hAB.symm⟩

/-- The connection `A_x = 0`, `A_y = x F` has constant curvature `F` for every complex
matrix `F`, whatever its trace. -/
theorem linear_connection_curvature (F : Matrix (Fin n) (Fin n) ℂ) (x y : ℝ) :
    curvature (fun _ _ => 0) (fun s _ => (s : ℂ) • F) x y = F := by
  ext i j
  have hd : HasDerivAt (fun s : ℝ => (s : ℂ) * F i j) (F i j) x := by
    simpa using (hasDerivAt_id x).ofReal_comp.mul_const (F i j)
  change deriv (fun s : ℝ => (s : ℂ) * F i j) x - deriv (fun _ : ℝ => (0 : ℂ)) y
    + (0 * ((x : ℂ) • F) - ((x : ℂ) • F) * 0 : Matrix (Fin n) (Fin n) ℂ) i j = F i j
  rw [hd.deriv]
  simp

end

end ConstantConnection
```

```lean
#print axioms ConstantConnection.antiHermitian_components
#print axioms ConstantConnection.constant_connection_iff_traceless
#print axioms ConstantConnection.linear_connection_curvature
```

```
'ConstantConnection.antiHermitian_components' depends on axioms: [propext, Classical.choice, Quot.sound]
'ConstantConnection.constant_connection_iff_traceless' depends on axioms: [propext, Classical.choice, Quot.sound]
'ConstantConnection.linear_connection_curvature' depends on axioms: [propext, Classical.choice, Quot.sound]
```

## From the shears to the induction

`zero_diagonal` checks the explicit solution entry by entry. Off the diagonal, it uses that different labels give a non-zero difference i − j, so the division can be undone. `antiHermitian_components` compares entries in the same way, with the conjugation worked out above.

`commutator_of_frame` is the change of frame. It assumes only PQ = 1, from which QP = 1 follows for square matrices. `mixed_entry` gives every entry of the sheared matrix, and `mixing_inverse` uses the vanishing square of tE_ij.

`commutator_of_traceless` is a strong induction on the number of non-zero diagonal entries. Strong induction on this exact number allows for a shear that removes two of them at once, which happens when F_ii + F_jj = 0. Inside the proof, `htr` states that shears preserve the trace, and `key` is the case of a non-zero off-diagonal entry. `key` is stated for a matrix G with the same diagonal as F, so it serves both for F itself and for the matrix after a preparatory shear. The decrease in the count is proved as a strict inclusion of sets of labels: the new set lies inside the old one and lacks i. The statement `hex` finds the second, different diagonal entry, and the final case split follows the three cases above.

In `constant_connection_iff_traceless`, the auxiliary statement `hc` reduces the curvature to a commutator. The forward direction evaluates it at the origin and uses cyclicity of the trace; the converse takes its matrices from `commutator_of_traceless`. Finally, `linear_connection_curvature` differentiates x F_ij for each entry, which gives the Landau-gauge result for every F.
